# If permutations a and b generate a transitive group on n darts, then a, b and ab have at most n + 2 cycles in total

Take a cage molecule given as a list of atoms and bonds, with a cyclic order of the bonds around each atom. Walking along a bond and then turning to the next bond in that order traces out closed walks, here called rings; a ring may run along the same bond twice, once in each direction. How many rings can appear? For a tetrahedral cage, with the bonds at every atom ordered clockwise as seen from outside, $V=4$ atoms, $E=6$ bonds and $F=4$ rings give $V+F=E+2$. The inequality proved here says that $V+F\le E+2$ for every connected network and every choice of cyclic orders.

Cut each bond into two ends, called darts. One permutation $s$ turns each dart to the next one at its atom, and another, $e$, swaps the two ends of each bond. Atoms, bonds and rings are then the cycles of $s$, $e$ and $se$. In a Hückel model with the same site energy on every atom and the same coupling on every bond, these two numbers and the bond list fix the Hamiltonian. The inequality bounds the number of rings traced from the bond list and the cyclic orders, but not the energies.

## Darts, cycles and variations

```lean
import Mathlib

open Equiv Module

namespace GenusNonnegative

noncomputable section

variable {D : Type*} [Fintype D]
```

`D` is the finite set of darts, and $n$ will denote their number, `Fintype.card D`.

```lean
/-- The number of orbits of a group `H` of permutations of the darts. -/
def orbitCount (H : Subgroup (Perm D)) : ℕ :=
  Nat.card (Quotient (MulAction.orbitRel H D))
```

`Perm D` is the group of permutations of the darts. Two darts are equivalent when an element of the subgroup `H` carries one to the other, and `orbitCount` counts the classes. For the group generated by $a$ and $b$, written `Subgroup.closure {a, b}`, the orbits are the connected components; let $k$ be their number.

```lean
/-- The number of cycles of a permutation of the darts, fixed points included. -/
def cycleCount (g : Perm D) : ℕ := orbitCount (Subgroup.zpowers g)
```

The cycles of $g$ are the orbits of its integer powers, `Subgroup.zpowers g`. Write $c(g)$ for their number. A fixed point counts as a cycle of length one.

```lean
/-- The variation operator of `g`: it sends a function `f` on the darts to `f ∘ g - f`. -/
def variation (g : Perm D) : (D → ℚ) →ₗ[ℚ] (D → ℚ) :=
  LinearMap.funLeft ℚ ℚ g - LinearMap.id
```

This linear map sends a rational function $f$ on the darts to $\delta_g f=f\circ g-f$. Write $K_g$ for its kernel, the functions invariant under $g$, and $R_g$ for its range. The functions are a counting device, not wavefunctions.

## Four dimension bounds

```lean
/-- The number of cycles of `g` is at most the dimension of the space of functions on the darts
that `g` leaves invariant. -/
theorem cycleCount_le_finrank_ker (g : Perm D) :
    cycleCount g ≤ finrank ℚ (LinearMap.ker (variation g)) := by
  classical
  let r := MulAction.orbitRel (Subgroup.zpowers g) D
  let _ : Fintype (Quotient r) := Fintype.ofFinite _
  -- pull functions on the set of cycles back to the darts
  let L : (Quotient r → ℚ) →ₗ[ℚ] (D → ℚ) := LinearMap.funLeft ℚ ℚ (Quotient.mk r)
  have hL : Function.Injective L := by
    intro u v h
    funext q
    obtain ⟨x, rfl⟩ := Quotient.exists_rep q
    exact congrFun h x
  have hr : LinearMap.range L ≤ LinearMap.ker (variation g) := by
    rintro _ ⟨u, rfl⟩
    rw [LinearMap.mem_ker]
    funext x
    have hx : Quotient.mk r (g x) = Quotient.mk r x :=
      Quotient.sound (show g x ∈ MulAction.orbit (Subgroup.zpowers g) x from
        ⟨⟨g, Subgroup.mem_zpowers g⟩, rfl⟩)
    show u (Quotient.mk r (g x)) - u (Quotient.mk r x) = 0
    rw [hx, sub_self]
  have hc : cycleCount g = Fintype.card (Quotient r) := Nat.card_eq_fintype_card
  have h1 := LinearMap.finrank_range_of_inj hL
  rw [Module.finrank_fintype_fun_eq_card] at h1
  have h2 := Submodule.finrank_mono hr
  omega
```

In a theorem, the statement stands before `:=` and the proof after it; `finrank ℚ` is dimension over the rationals. The claim is $c(g)\le\dim K_g$.

Assign a number to each cycle and give every dart the number of its cycle. The resulting function is invariant, since $x$ and $gx$ share a cycle (`hr`). Different assignments give different functions, since every cycle contains a dart (`hL`). So a space of dimension $c(g)$ embeds in $K_g$.

```lean
omit [Fintype D] in
/-- A quantity on the darts that is unchanged by `a` and by `b` has the same value at a dart and
at the chosen representative of its orbit under the group generated by `a` and `b`. -/
theorem invariant_eq_representative {T : Type*} (a b : Perm D) (F : D → T)
    (ha : ∀ x, F (a x) = F x) (hb : ∀ x, F (b x) = F x) (x : D) :
    F (Quotient.mk (MulAction.orbitRel (Subgroup.closure {a, b}) D) x).out = F x := by
  have h := Quotient.exact (Quotient.out_eq
    (Quotient.mk (MulAction.orbitRel (Subgroup.closure {a, b}) D) x))
  obtain ⟨⟨g, hg⟩, hgx⟩ :
    (Quotient.mk (MulAction.orbitRel (Subgroup.closure {a, b}) D) x).out ∈
      MulAction.orbit (Subgroup.closure {a, b}) x := h
  have key : ∀ z, F (g z) = F z := by
    refine Subgroup.closure_induction (p := fun g _ => ∀ z, F (g z) = F z) ?_ ?_ ?_ ?_ hg
    · intro c hc
      have hc' : c = a ∨ c = b := by simpa using hc
      rcases hc' with h | h
      · rw [h]; exact ha
      · rw [h]; exact hb
    · intro z
      rfl
    · intro c d _ _ ihc ihd z
      exact (ihc (d z)).trans (ihd z)
    · intro c _ ih z
      have h := ih (c.symm z)
      rw [Equiv.apply_symm_apply] at h
      exact h.symm
  exact (congrArg F hgx).symm.trans (key x)
```

Choose one representative dart in each orbit; Lean writes it `.out`. Let $F$ be any quantity defined on the darts (in this lemma $F$ is not the number of rings). If $F(ax)=F(x)$ and $F(bx)=F(x)$ for all $x$, then $F$ takes the same value at $x$ and at its representative.

The two are related by some $g$ in the generated group, so it suffices that $F(gz)=F(z)$ for every $z$. This holds for $a$, $b$ and the identity, and it passes to products. It passes to inverses on replacing $z$ by $c^{-1}z$ in $F(cz)=F(z)$. `Subgroup.closure_induction` runs through these cases. The values of $F$ may lie in any type `T`, so the lemma serves for numbers and, below, for vectors.

```lean
/-- The functions invariant under both `a` and `b` form a space whose dimension is at most the
number of orbits of the group generated by `a` and `b`. -/
theorem finrank_invariants_le (a b : Perm D) :
    finrank ℚ ↥(LinearMap.ker (variation a) ⊓ LinearMap.ker (variation b)) ≤
      orbitCount (Subgroup.closure {a, b}) := by
  classical
  let r := MulAction.orbitRel (Subgroup.closure {a, b}) D
  let _ : Fintype (Quotient r) := Fintype.ofFinite _
  -- restrict an invariant function to the orbit representatives
  let R := (LinearMap.funLeft ℚ ℚ (fun q : Quotient r => q.out)).comp
    (LinearMap.ker (variation a) ⊓ LinearMap.ker (variation b)).subtype
  have hR : Function.Injective R := by
    rintro ⟨f, hfa, hfb⟩ ⟨k, hka, hkb⟩ h
    apply Subtype.ext
    funext x
    have h1 := invariant_eq_representative a b f
      (fun y => sub_eq_zero.1 (congrFun hfa y)) (fun y => sub_eq_zero.1 (congrFun hfb y)) x
    have h2 := invariant_eq_representative a b k
      (fun y => sub_eq_zero.1 (congrFun hka y)) (fun y => sub_eq_zero.1 (congrFun hkb y)) x
    exact h1.symm.trans ((congrFun h (Quotient.mk r x)).trans h2)
  have hc : orbitCount (Subgroup.closure {a, b}) = Fintype.card (Quotient r) :=
    Nat.card_eq_fintype_card
  have h1 := LinearMap.finrank_le_finrank_of_injective hR
  rw [Module.finrank_fintype_fun_eq_card] at h1
  omega
```

The symbol `⊓` is intersection, so the claim is $\dim(K_a\cap K_b)\le k$. A function invariant under both permutations is fixed by its $k$ values at the representatives. The restriction map `R` is therefore injective.

```lean
/-- The variations under `a` and under `b` together span a space whose dimension is at least the
number of darts minus the number of orbits of the group generated by `a` and `b`. -/
theorem card_le_finrank_variations (a b : Perm D) :
    Fintype.card D ≤
      finrank ℚ ↥(LinearMap.range (variation a) ⊔ LinearMap.range (variation b)) +
        orbitCount (Subgroup.closure {a, b}) := by
  classical
  let r := MulAction.orbitRel (Subgroup.closure {a, b}) D
  let _ : Fintype (Quotient r) := Fintype.ofFinite _
  let W := LinearMap.range (variation a) ⊔ LinearMap.range (variation b)
  let F : D → ((D → ℚ) ⧸ W) := fun x => W.mkQ (Pi.single x 1)
  have hm : ∀ (g : Perm D) (x : D),
      (Pi.single (g x) 1 - Pi.single x 1 : D → ℚ) ∈ LinearMap.range (variation g) := by
    intro g x
    refine ⟨-Pi.single (g x) 1, ?_⟩
    funext y
    have e : (Pi.single (g x) 1 : D → ℚ) (g y) = (Pi.single x 1 : D → ℚ) y := by
      by_cases h : y = x <;> simp [h]
    show -(Pi.single (g x) 1 : D → ℚ) (g y) - -(Pi.single (g x) 1 : D → ℚ) y =
      (Pi.single (g x) 1 : D → ℚ) y - (Pi.single x 1 : D → ℚ) y
    rw [e]
    ring
  -- modulo variations, the indicators of darts in one orbit coincide
  have hF : ∀ x, F (Quotient.mk r x).out = F x :=
    invariant_eq_representative a b F
      (fun x => (Submodule.Quotient.eq W).2 (Submodule.mem_sup_left (hm a x)))
      (fun x => (Submodule.Quotient.eq W).2 (Submodule.mem_sup_right (hm b x)))
  have hs : Submodule.span ℚ (Set.range fun q : Quotient r => F q.out) = ⊤ := by
    rw [eq_top_iff]
    rintro z -
    obtain ⟨v, rfl⟩ := W.mkQ_surjective z
    have hv : v = ∑ x, v x • (Pi.single x 1 : D → ℚ) := by
      funext y
      simp [Finset.sum_apply, Pi.single_apply]
    rw [hv, map_sum]
    refine Submodule.sum_mem _ fun x _ => ?_
    have hx : F x ∈ Submodule.span ℚ (Set.range fun q : Quotient r => F q.out) := by
      rw [← hF x]
      exact Submodule.subset_span ⟨_, rfl⟩
    rw [map_smul]
    exact Submodule.smul_mem _ _ hx
  have h1 := finrank_range_le_card (R := ℚ) (fun q : Quotient r => F q.out)
  rw [Set.finrank, hs, finrank_top] at h1
  have h2 := Submodule.finrank_quotient_add_finrank W
  rw [Module.finrank_fintype_fun_eq_card] at h2
  have hc : orbitCount (Subgroup.closure {a, b}) = Fintype.card (Quotient r) :=
    Nat.card_eq_fintype_card
  change Fintype.card D ≤ finrank ℚ W + _
  omega
```

The symbol `⊔` is the sum of subspaces. With $W=R_a+R_b$, the claim is $n\le\dim W+k$.

Let $1_x$ be the function equal to 1 at $x$ and 0 elsewhere. Since $1_{gx}(gy)=1_x(y)$,
$$\delta_g(-1_{gx})=-1_x+1_{gx}.$$
Hence $1_{gx}-1_x$ lies in $R_g$ (`hm`). Modulo $W$, the indicators of $x$, $ax$ and $bx$ agree, so by `invariant_eq_representative` the indicator of each dart agrees with that of its representative (`hF`). The indicators span all functions, so $k$ vectors span the quotient (`hs`), and $n-\dim W\le k$.

```lean
/-- The dimension of the functions invariant under `ab` is at most that of the functions invariant
under both `a` and `b` plus that of the common variations of `a` and `b`. -/
theorem finrank_ker_mul_le (a b : Perm D) :
    finrank ℚ (LinearMap.ker (variation (a * b))) ≤
      finrank ℚ ↥(LinearMap.ker (variation a) ⊓ LinearMap.ker (variation b)) +
      finrank ℚ ↥(LinearMap.range (variation a) ⊓ LinearMap.range (variation b)) := by
  let K := LinearMap.ker (variation (a * b))
  let T : K →ₗ[ℚ] (D → ℚ) := (variation a).comp K.subtype
  have hK : ∀ f ∈ K, ∀ x, f (a (b x)) = f x := fun f hf x => sub_eq_zero.1 (congrFun hf x)
  -- if f(abx) = f(x), the variation of f under a is also a variation under b
  have hr : LinearMap.range T ≤
      LinearMap.range (variation a) ⊓ LinearMap.range (variation b) := by
    rintro _ ⟨⟨f, hf⟩, rfl⟩
    refine ⟨⟨f, rfl⟩, ⟨fun x => -f (a x), ?_⟩⟩
    funext x
    show -f (a (b x)) - -f (a x) = f (a x) - f x
    rw [hK f hf x]
    ring
  have hk : (LinearMap.ker T).map K.subtype ≤
      LinearMap.ker (variation a) ⊓ LinearMap.ker (variation b) := by
    rintro _ ⟨⟨f, hf⟩, hT, rfl⟩
    have hfa : ∀ x, f (a x) = f x := fun x => sub_eq_zero.1 (congrFun hT x)
    refine ⟨hT, ?_⟩
    show variation b f = 0
    funext x
    show f (b x) - f x = 0
    rw [← hfa (b x), hK f hf x, sub_self]
  have h1 := LinearMap.finrank_range_add_finrank_ker T
  have h2 := Submodule.finrank_mono hr
  have h3 := Submodule.finrank_mono hk
  rw [Submodule.finrank_map_subtype_eq] at h3
  change finrank ℚ K ≤ _
  omega
```

The claim is $\dim K_{ab}\le\dim(K_a\cap K_b)+\dim(R_a\cap R_b)$. In Lean, as here, $ab$ means $b$ first, then $a$.

Take $f$ with $f(abx)=f(x)$ and set $h=-f\circ a$. Then
$$h(bx)-h(x)=-f(abx)+f(ax)=f(ax)-f(x),$$
so $\delta_a f$ is also a variation under $b$ (`hr`). If $\delta_a f=0$, then $f(bx)=f(abx)=f(x)$, so $f$ is invariant under both (`hk`). Rank–nullity for $\delta_a$ restricted to $K_{ab}$ gives the bound.

## From dimensions to the genus

```lean
/-- For any permutations `a` and `b` of the darts, the numbers of cycles of `a`, `b` and `ab` add
up to at most the number of darts plus twice the number of orbits of the group they generate. -/
theorem cycleCount_add_le (a b : Perm D) :
    cycleCount a + cycleCount b + cycleCount (a * b) ≤
      Fintype.card D + 2 * orbitCount (Subgroup.closure {a, b}) := by
  have ha := LinearMap.finrank_range_add_finrank_ker (variation a)
  have hb := LinearMap.finrank_range_add_finrank_ker (variation b)
  rw [Module.finrank_fintype_fun_eq_card] at ha hb
  have hd := Submodule.finrank_sup_add_finrank_inf_eq
    (LinearMap.range (variation a)) (LinearMap.range (variation b))
  have h1 := cycleCount_le_finrank_ker a
  have h2 := cycleCount_le_finrank_ker b
  have h3 := cycleCount_le_finrank_ker (a * b)
  have h4 := finrank_invariants_le a b
  have h5 := card_le_finrank_variations a b
  have h6 := finrank_ker_mul_le a b
  omega
```

Rank–nullity gives $\dim K_g=n-\dim R_g$ for $g=a,b$. Therefore
$$\begin{aligned}
c(a)+c(b)+c(ab)&\le 2n-\dim R_a-\dim R_b+\dim(R_a\cap R_b)+\dim(K_a\cap K_b)\\
&=2n-\dim(R_a+R_b)+\dim(K_a\cap K_b)\\
&\le 2n-(n-k)+k=n+2k.
\end{aligned}$$
The proof collects these facts, and `omega` does the integer arithmetic.

```lean
/-- Genus is nonnegative: if `a` and `b` generate a transitive group on `n` darts, the numbers of
cycles of `a`, `b` and `ab`, fixed points included, add up to at most `n + 2`. -/
theorem genus_nonneg (a b : Perm D)
    (h : MulAction.IsPretransitive (Subgroup.closure {a, b}) D) :
    cycleCount a + cycleCount b + cycleCount (a * b) ≤ Fintype.card D + 2 := by
  have hs : Subsingleton (Quotient (MulAction.orbitRel (Subgroup.closure {a, b}) D)) :=
    ⟨fun p q => Quotient.inductionOn₂ p q fun x y => Quotient.sound
      (show x ∈ MulAction.orbit (Subgroup.closure {a, b}) y from
        MulAction.exists_smul_eq _ y x)⟩
  have h1 : orbitCount (Subgroup.closure {a, b}) ≤ 1 :=
    Finite.card_le_one_iff_subsingleton.2 hs
  have h2 := cycleCount_add_le a b
  omega
```

`IsPretransitive` says that any dart can be carried to any other, which for a molecule means a connected network. Then $k\le1$, and the bound is $n+2$. The empty set is allowed.

The genus $\gamma$ is usually introduced by $c(a)+c(b)+c(ab)=n+2-2\gamma$, and the theorem then reads $\gamma\ge0$. No surface is constructed, and $\gamma$ is not shown to be an integer.

```lean
/-- Euler's inequality `V + F ≤ E + 2` for a connected map: the vertices are the cycles of `s`, the
edges those of an involution `e`, and the faces those of `se`. -/
theorem euler_inequality (s e : Perm D) (he : e * e = 1)
    (h : MulAction.IsPretransitive (Subgroup.closure {s, e}) D) :
    cycleCount s + cycleCount (s * e) ≤ cycleCount e + 2 := by
  let r := MulAction.orbitRel (Subgroup.zpowers e) D
  -- every edge carries at most two darts
  let p : Quotient r × Bool → D := fun q => if q.2 then q.1.out else e q.1.out
  have hp : Function.Surjective p := by
    intro x
    have hx := Quotient.exact (Quotient.out_eq (Quotient.mk r x))
    obtain ⟨⟨g, hg⟩, hgx⟩ :
      (Quotient.mk r x).out ∈ MulAction.orbit (Subgroup.zpowers e) x := hx
    have hgx' : g x = (Quotient.mk r x).out := hgx
    obtain ⟨k, hk⟩ := Subgroup.mem_zpowers_iff.1 hg
    have h2 : e ^ (2 : ℤ) = 1 := by rw [zpow_two]; exact he
    obtain ⟨m, hm | hm⟩ := Int.even_or_odd' k
    · have hg1 : g = 1 := by rw [← hk, hm, zpow_mul, h2, one_zpow]
      refine ⟨(Quotient.mk r x, true), ?_⟩
      show (Quotient.mk r x).out = x
      rw [← hgx', hg1]
      rfl
    · have hg1 : g = e := by rw [← hk, hm, zpow_add_one, zpow_mul, h2, one_zpow, one_mul]
      refine ⟨(Quotient.mk r x, false), ?_⟩
      show e (Quotient.mk r x).out = x
      rw [← hgx', hg1]
      exact congrArg (fun c : Perm D => c x) he
  have h1 := Nat.card_le_card_of_surjective p hp
  rw [Nat.card_prod, Nat.card_eq_fintype_card (α := D),
    Nat.card_eq_fintype_card (α := Bool), Fintype.card_bool] at h1
  change Fintype.card D ≤ cycleCount e * 2 at h1
  have h2 := genus_nonneg s e h
  omega
```

Here $V=c(s)$, $E=c(e)$ and $F=c(se)$. Since $e^2=1$, even powers of $e$ are the identity and odd powers are $e$. Each edge thus has at most two darts, and the surjection `p` turns this into $n\le2E$. From $V+E+F\le n+2\le2E+2$ follows $V+F\le E+2$.

A dart fixed by $e$ is a dangling bond and counts as an edge. That the cycles of $se$ are the rings a chemist would list for a real cage depends on the cyclic orders supplied, which no hypothesis checks.

```lean
/-- The bound `n + 2` is attained: if the powers of `a` act transitively on a nonempty set of
darts, then `a` and its inverse generate a transitive group and reach equality. -/
theorem genus_bound_sharp [Nonempty D] (a : Perm D)
    (h : MulAction.IsPretransitive (Subgroup.zpowers a) D) :
    MulAction.IsPretransitive (Subgroup.closure {a, a⁻¹}) D ∧
      cycleCount a + cycleCount a⁻¹ + cycleCount (a * a⁻¹) = Fintype.card D + 2 := by
  have ht : MulAction.IsPretransitive (Subgroup.closure {a, a⁻¹}) D := by
    refine ⟨fun x y => ?_⟩
    obtain ⟨⟨g, hg⟩, hgx⟩ := MulAction.exists_smul_eq (Subgroup.zpowers a) x y
    have hle : Subgroup.zpowers a ≤ Subgroup.closure {a, a⁻¹} :=
      Subgroup.zpowers_le.2 (Subgroup.subset_closure (Set.mem_insert _ _))
    exact ⟨⟨g, hle hg⟩, hgx⟩
  refine ⟨ht, le_antisymm (genus_nonneg a a⁻¹ ht) ?_⟩
  have hpos : ∀ g : Perm D, 0 < cycleCount g := by
    intro g
    have : Nonempty (Quotient (MulAction.orbitRel (Subgroup.zpowers g) D)) :=
      ⟨Quotient.mk _ (Classical.arbitrary D)⟩
    exact Nat.card_pos
  -- the identity has one cycle for each dart
  have hone : Fintype.card D ≤ cycleCount (1 : Perm D) := by
    rw [← Nat.card_eq_fintype_card]
    refine Nat.card_le_card_of_injective
      (Quotient.mk (MulAction.orbitRel (Subgroup.zpowers (1 : Perm D)) D)) ?_
    intro x y hxy
    have hx := Quotient.exact hxy
    obtain ⟨⟨g, hg⟩, hgy⟩ : x ∈ MulAction.orbit (Subgroup.zpowers (1 : Perm D)) y := hx
    obtain ⟨k, hk⟩ := Subgroup.mem_zpowers_iff.1 hg
    have hg1 : g = 1 := by rw [← hk, one_zpow]
    have hgy' : g y = x := hgy
    rw [← hgy', hg1]
    rfl
  rw [mul_inv_cancel]
  have h1 := hpos a
  have h2 := hpos a⁻¹
  omega

end

end GenusNonnegative
```

If $a$ is a single cycle through all $n\ge1$ darts, so is $a^{-1}$, while $aa^{-1}$ is the identity with $n$ cycles. The sum is $1+1+n$. Lean needs only the lower bounds, at least one cycle each (`hpos`) and at least $n$ for the identity (`hone`), because `genus_nonneg` supplies the upper bound.

```lean
#print axioms GenusNonnegative.cycleCount_add_le
-- 'GenusNonnegative.cycleCount_add_le' depends on axioms: [propext, Classical.choice, Quot.sound]
#print axioms GenusNonnegative.euler_inequality
-- 'GenusNonnegative.euler_inequality' depends on axioms: [propext, Classical.choice, Quot.sound]
#print axioms GenusNonnegative.genus_bound_sharp
-- 'GenusNonnegative.genus_bound_sharp' depends on axioms: [propext, Classical.choice, Quot.sound]
```
